# The Bragg-Williams binodal lies outside the spinodal

Let $t>0$ be the temperature in units of the critical temperature, $x\in(-1,1)$ the order parameter, and $f(x)=-x^2/2+t\,(p\log p+q\log q)$ with $p=(1+x)/2$, $q=(1-x)/2$ the Bragg-Williams free energy of mixing per site of a binary alloy that demixes, in units of $k_BT_c$ and up to a constant. The spinodal is the locus $f''(x)=0$, a binodal point is a non-zero solution $m$ of $m=\tanh(m/t)$, and every such $m$ satisfies $1-t<m^2<3(1-t)/t$.

```lean
import Mathlib

open Real

namespace BraggWilliamsBinodal

noncomputable section

/-- Bragg-Williams free energy per site at reduced temperature `t` and order parameter `x`,
with site occupation probabilities `(1 + x) / 2` and `(1 - x) / 2`. -/
def freeEnergy (t x : ℝ) : ℝ :=
  -x ^ 2 / 2 + t * ((1 + x) / 2 * log ((1 + x) / 2) + (1 - x) / 2 * log ((1 - x) / 2))

/-- Chemical potential conjugate to the order parameter. -/
def chemPot (t x : ℝ) : ℝ := -x + t / 2 * (log (1 + x) - log (1 - x))

/-- Curvature of the free energy with respect to the order parameter. -/
def curvature (t x : ℝ) : ℝ := -1 + t / (1 - x ^ 2)

/-- For `|x| < 1` the derivative of the free energy is the chemical potential. -/
theorem hasDerivAt_freeEnergy (t x : ℝ) (hx : |x| < 1) :
    HasDerivAt (freeEnergy t) (chemPot t x) x := by
  obtain ⟨hl, hr⟩ := abs_lt.mp hx
  have h1 : (1 + x) ≠ 0 := by linarith
  have h2 : (1 - x) ≠ 0 := by linarith
  have h0 : (2 : ℝ) ≠ 0 := by norm_num
  have a : HasDerivAt (fun y : ℝ => (1 + y) / 2) (1 / 2) x :=
    ((hasDerivAt_id' x).const_add 1).div_const 2
  have b : HasDerivAt (fun y : ℝ => (1 - y) / 2) (-1 / 2) x :=
    ((hasDerivAt_id' x).const_sub 1).div_const 2
  have c : HasDerivAt (fun y : ℝ => -y ^ 2 / 2) (-x) x := by
    refine (((hasDerivAt_pow 2 x).fun_neg).div_const 2).congr_deriv ?_
    ring1
  have key := c.fun_add (((a.fun_mul (a.log (div_ne_zero h1 h0))).fun_add
    (b.fun_mul (b.log (div_ne_zero h2 h0)))).const_mul t)
  refine HasDerivAt.congr_deriv key ?_
  simp only [chemPot, Real.log_div h1 h0, Real.log_div h2 h0]
  field_simp
  ring

/-- For `|x| < 1` the derivative of the chemical potential is the curvature. -/
theorem hasDerivAt_chemPot (t x : ℝ) (hx : |x| < 1) :
    HasDerivAt (chemPot t) (curvature t x) x := by
  obtain ⟨hl, hr⟩ := abs_lt.mp hx
  have h1 : (1 + x) ≠ 0 := by linarith
  have h2 : (1 - x) ≠ 0 := by linarith
  have a : HasDerivAt (fun y : ℝ => 1 + y) 1 x := (hasDerivAt_id' x).const_add 1
  have b : HasDerivAt (fun y : ℝ => 1 - y) (-1) x := (hasDerivAt_id' x).const_sub 1
  have c : HasDerivAt (fun y : ℝ => -y) (-1) x := (hasDerivAt_id' x).fun_neg
  have key := c.fun_add (((a.log h1).fun_sub (b.log h2)).const_mul (t / 2))
  refine HasDerivAt.congr_deriv key ?_
  have e : 1 - x ^ 2 = (1 + x) * (1 - x) := by ring
  simp only [curvature, e]
  field_simp
  ring

/-- The spinodal: for `|x| < 1` the curvature is negative exactly when `x² < 1 - t` and
positive exactly when `x² > 1 - t`. -/
theorem curvature_sign (t x : ℝ) (hx : |x| < 1) :
    (curvature t x < 0 ↔ x ^ 2 < 1 - t) ∧ (0 < curvature t x ↔ 1 - t < x ^ 2) := by
  obtain ⟨hl, hr⟩ := abs_lt.mp hx
  have hd : 0 < 1 - x ^ 2 := by nlinarith
  have hd' := hd.ne'
  have e : curvature t x = (t - (1 - x ^ 2)) / (1 - x ^ 2) := by
    rw [sub_div, div_self hd', curvature]
    ring
  rw [e, div_lt_iff₀ hd, lt_div_iff₀ hd]
  refine ⟨⟨fun h => ?_, fun h => ?_⟩, ⟨fun h => ?_, fun h => ?_⟩⟩ <;> linarith

/-- `tanh u` lies strictly between `-1` and `1`, and
`log (1 + tanh u) - log (1 - tanh u) = 2 u`. -/
theorem tanh_logit (u : ℝ) :
    |tanh u| < 1 ∧ log (1 + tanh u) - log (1 - tanh u) = 2 * u := by
  have hc := Real.cosh_pos u
  have hc' := hc.ne'
  have e1 : 1 + tanh u = exp u / cosh u := by
    rw [Real.tanh_eq_sinh_div_cosh, ← Real.cosh_add_sinh, add_div, div_self hc']
  have e2 : 1 - tanh u = exp (-u) / cosh u := by
    rw [Real.tanh_eq_sinh_div_cosh, ← Real.cosh_sub_sinh, sub_div, div_self hc']
  have p1 := div_pos (Real.exp_pos u) hc
  have p2 := div_pos (Real.exp_pos (-u)) hc
  refine ⟨abs_lt.mpr ⟨by linarith, by linarith⟩, ?_⟩
  rw [e1, e2, Real.log_div (Real.exp_pos u).ne' hc', Real.log_div (Real.exp_pos (-u)).ne' hc',
    Real.log_exp, Real.log_exp]
  ring

/-- For `t > 0` and `|m| < 1` the chemical potential vanishes at `m` exactly when
`m = tanh (m / t)`. -/
theorem chemPot_eq_zero_iff (t m : ℝ) (ht : 0 < t) (hm : |m| < 1) :
    chemPot t m = 0 ↔ m = tanh (m / t) := by
  obtain ⟨hl, hr⟩ := abs_lt.mp hm
  obtain ⟨u, hu⟩ : ∃ u, u = m / t := ⟨_, rfl⟩
  have hmu : m = t * u := by rw [hu, mul_div_cancel₀ _ ht.ne']
  rw [← hu]
  unfold chemPot
  constructor
  · intro h
    have h1 : log (1 + m) = u + u + log (1 - m) := by
      apply mul_left_cancel₀ ht.ne'
      linear_combination 2 * h + 2 * hmu
    -- exponentiate: 1 + m = e^(2u) (1 - m)
    have h2 : exp u * exp u * (1 - m) = 1 + m := by
      have h3 := congrArg exp h1
      rw [Real.exp_add, Real.exp_add, Real.exp_log (by linarith),
        Real.exp_log (by linarith)] at h3
      exact h3.symm
    have hEF : exp u * exp (-u) = 1 := by rw [← Real.exp_add]; simp
    rw [Real.tanh_eq_sinh_div_cosh, eq_div_iff (Real.cosh_pos u).ne', Real.cosh_eq,
      Real.sinh_eq]
    linear_combination (-exp (-u) / 2) * h2 + (exp u * (1 - m) / 2) * hEF
  · intro h
    have h1 := (tanh_logit u).2
    rw [← h] at h1
    rw [h1]
    linear_combination -hmu

/-- For `t > 0`, a non-zero solution of `m = tanh (m / t)` has `m² > 1 - t`. -/
theorem sq_gt_spinodal (t m : ℝ) (ht : 0 < t) (hm : m ≠ 0) (h : m = tanh (m / t)) :
    1 - t < m ^ 2 := by
  obtain ⟨u, hu⟩ : ∃ u, u = m / t := ⟨_, rfl⟩
  have hmu : m = t * u := by rw [hu, mul_div_cancel₀ _ ht.ne']
  have hu0 : u ≠ 0 := by rw [hu]; exact div_ne_zero hm ht.ne'
  have hc := Real.cosh_pos u
  rw [← hu, Real.tanh_eq_sinh_div_cosh, eq_div_iff hc.ne'] at h
  -- u² < u sinh u cosh u, since sinh (2u) lies beyond 2u
  have h1 : u ^ 2 < u * (sinh u * cosh u) := by
    have e := Real.sinh_two_mul u
    rcases lt_or_gt_of_ne hu0 with hn | hp
    · have := Real.sinh_lt_self_iff.mpr (show 2 * u < 0 by linarith)
      nlinarith [mul_pos (neg_pos.mpr hn) (sub_pos.mpr this)]
    · have := Real.self_lt_sinh_iff.mpr (show 0 < 2 * u by linarith)
      nlinarith [mul_pos hp (sub_pos.mpr this)]
  have h2 : u * (sinh u * cosh u) = u ^ 2 * (t * cosh u ^ 2) := by
    linear_combination (-u * cosh u) * h + (u * cosh u ^ 2) * hmu
  have h3 : 1 < t * cosh u ^ 2 := by
    by_contra hn
    have := mul_le_mul_of_nonneg_left (not_lt.mp hn) (sq_nonneg u)
    linarith
  have h4 : m ^ 2 * cosh u ^ 2 = cosh u ^ 2 - 1 := by
    linear_combination (m * cosh u + sinh u) * h - Real.cosh_sq u
  by_contra hn
  have := mul_le_mul_of_nonneg_left (not_lt.mp hn) (sq_nonneg (cosh u))
  nlinarith

/-- For `0 < |x| < 1`, `x (log (1 + x) - log (1 - x))` exceeds `2 x² + 2 x⁴ / 3`. -/
theorem logit_lower (x : ℝ) (hx : |x| < 1) (h0 : x ≠ 0) :
    2 * x ^ 2 + 2 * x ^ 4 / 3 < x * (log (1 + x) - log (1 - x)) := by
  have hs := (Real.hasSum_log_sub_log_of_abs_lt_one hx).mul_left x
  -- every term of the series is non-negative; keep the first three
  have hle := sum_le_hasSum (Finset.range 3) (fun k _ => by
    have e : x * ((2 : ℝ) * (1 / (2 * k + 1)) * x ^ (2 * k + 1))
        = 2 * (1 / (2 * k + 1)) * (x ^ (k + 1)) ^ 2 := by ring
    show 0 ≤ x * ((2 : ℝ) * (1 / (2 * k + 1)) * x ^ (2 * k + 1))
    rw [e]
    positivity) hs
  have e : ∑ k ∈ Finset.range 3, x * ((2 : ℝ) * (1 / (2 * k + 1)) * x ^ (2 * k + 1))
      = 2 * x ^ 2 + 2 * x ^ 4 / 3 + 2 * x ^ 6 / 5 := by
    simp only [Finset.sum_range_succ, Finset.sum_range_zero]
    push_cast
    ring
  have h6 : 0 < x ^ 6 := by positivity
  have hle' := e.symm.trans_le hle
  linarith

/-- The binodal lies outside the spinodal: for `t > 0` a non-zero solution of
`m = tanh (m / t)` has `|m| < 1`, is a stationary point of the free energy with
`1 - t < m² < 3 (1 - t) / t` and positive curvature, and every `|x| < 1` with non-positive
curvature has `|x| < |m|`. -/
theorem binodal_outside_spinodal (t m : ℝ) (ht : 0 < t) (hm : m ≠ 0)
    (h : m = tanh (m / t)) :
    |m| < 1 ∧ HasDerivAt (freeEnergy t) 0 m ∧ 1 - t < m ^ 2 ∧ m ^ 2 < 3 * (1 - t) / t ∧
      0 < curvature t m ∧ ∀ x, |x| < 1 → curvature t x ≤ 0 → |x| < |m| := by
  have h1 : |m| < 1 := by rw [h]; exact (tanh_logit _).1
  have h2 := (chemPot_eq_zero_iff t m ht h1).mpr h
  have h3 := sq_gt_spinodal t m ht hm h
  refine ⟨h1, (hasDerivAt_freeEnergy t m h1).congr_deriv h2, h3, ?_,
    (curvature_sign t m h1).2.mpr h3, fun x hx hk => ?_⟩
  · -- stationarity inserted into the series bound
    have A := mul_lt_mul_of_pos_left (logit_lower m h1 hm) ht
    have B : t * (m * (log (1 + m) - log (1 - m))) = 2 * m ^ 2 := by
      unfold chemPot at h2
      linear_combination 2 * m * h2
    rw [B] at A
    rw [lt_div_iff₀ ht]
    by_contra hn
    have := mul_le_mul_of_nonneg_left (not_lt.mp hn) (sq_nonneg m)
    nlinarith
  · have h4 : x ^ 2 ≤ 1 - t := by
      by_contra hn
      have := (curvature_sign t x hx).2.mpr (not_le.mp hn)
      linarith
    exact sq_lt_sq.mp (lt_of_le_of_lt h4 h3)

/-- The positive temperature `t = 3 / (5 log 2)` and the non-zero value `m = 3 / 5`
satisfy `m = tanh (m / t)`. -/
theorem binodal_witness :
    0 < 3 / (5 * log 2) ∧ (3 / 5 : ℝ) ≠ 0 ∧
      (3 / 5 : ℝ) = tanh ((3 / 5) / (3 / (5 * log 2))) := by
  have hl : 0 < log 2 := Real.log_pos (by norm_num)
  have hl' := hl.ne'
  have e : (3 / 5 : ℝ) / (3 / (5 * log 2)) = log 2 := by field_simp
  refine ⟨by positivity, by norm_num, ?_⟩
  rw [e, Real.tanh_eq_sinh_div_cosh, Real.sinh_log (by norm_num), Real.cosh_log (by norm_num)]
  norm_num

end

end BraggWilliamsBinodal
```

```lean
#print axioms BraggWilliamsBinodal.hasDerivAt_chemPot
#print axioms BraggWilliamsBinodal.binodal_outside_spinodal
```

```
'BraggWilliamsBinodal.hasDerivAt_chemPot' depends on axioms: [propext, Classical.choice, Quot.sound]
'BraggWilliamsBinodal.binodal_outside_spinodal' depends on axioms: [propext, Classical.choice, Quot.sound]
```

## Definitions and conventions

A binary alloy has a fraction $p$ of its sites occupied by species A and a fraction $q=1-p$ by species B, so that $x=p-q$. If the atoms interact through pair energies that do not depend on composition, and the sites are occupied independently, the free energy of mixing per site at temperature $T$ is $\Omega\,pq+k_BT\,(p\log p+q\log q)$, where $\Omega>0$ is the energy parameter that favours demixing, $k_B$ is Boltzmann's constant and $\log$ is the natural logarithm. Since $pq=(1-x^2)/4$, dividing by $k_BT_c=\Omega/2$, which defines $T_c$, gives $1/2-x^2/2+t\,(p\log p+q\log q)$ with $t=T/T_c$. Dropping the constant $1/2$ leaves $f$, which is `freeEnergy t x`. The full free energy also contains the energies of the pure components, weighted by $p$ and $q$. They add a constant and a term linear in $x$, which change neither the spinodal nor the compositions joined by a common tangent.

Two further functions are defined by explicit formulas. `chemPot t x` is
$$\mu(x)=-x+\frac t2\,\bigl(\log(1+x)-\log(1-x)\bigr),$$
conjugate to $x$. Because $dp=dx/2$, it equals half the difference of the chemical potentials of A and B, each measured from its pure component, in units of $k_BT_c$. `curvature t x` is
$$\kappa(x)=-1+\frac{t}{1-x^2}.$$
All three take arbitrary real arguments, and the hypothesis `|x| < 1` confines them to physical compositions. It matters for $\kappa$: the formula is negative for $|x|>1$ when $t>0$, and Lean's division by zero makes it $-1$ at $|x|=1$.

The name binodal rests on the symmetry of the model. As $f$ is even, $\mu$ is odd, so two phases at $\pm m$ with equal chemical potential need $\mu(m)=-\mu(m)=0$, and the tangent common to both is then horizontal. The formal statement starts from the resulting equation.

## What the theorems state

`binodal_outside_spinodal` takes real numbers `t` and `m` with `ht : 0 < t`, `hm : m ≠ 0` and `h : m = tanh (m / t)`. The sign of $m$ is free, so both branches of the binodal are covered. The conclusion has six parts.

1. $|m|<1$: the solution is a physical composition.
2. `HasDerivAt (freeEnergy t) 0 m`: $f$ is differentiable at $m$ with $f'(m)=0$.
3. $1-t<m^2$.
4. $m^2<3(1-t)/t$.
5. $\kappa(m)>0$.
6. Every $x$ with $|x|<1$ and $\kappa(x)\le0$ has $|x|<|m|$.

The sixth part is the geometric content: the unstable compositions, together with the spinodal points $x^2=1-t$ where $\kappa$ vanishes, lie strictly inside $(-|m|,|m|)$. The fourth part improves on $|m|<1$ only when $3(1-t)/t<1$, that is for $t>3/4$. For $t\ge1$ its right-hand side is at most zero while $m^2>0$, so a reader can conclude that the three hypotheses force $t<1$.

The solution $m$ is assumed and not constructed. That a positive solution exists for each $t<1$, that it is unique, and that $\pm m$ are global minima of $f$ are not among the theorems, which supply existence only at the one temperature of `binodal_witness`. The model is the symmetric one-parameter mean-field free energy of a homogeneous phase. It has no short-range order, interfaces, strain or fluctuations, and $f$ is a definition, with no derivation from a lattice Hamiltonian. For a binary alloy whose pair interactions favour demixing, the point approximation to a pair cluster expansion gives a homogeneous phase this same $f$, up to a constant and a term linear in $x$. In that approximation, below the critical temperature, a band of compositions with $1-t<x^2<m^2$ and positive curvature separates the binodal from the unstable region.

## Derivation

**Derivatives.** With $dp/dx=1/2$ and $dq/dx=-1/2$,
$$\frac{d}{dx}\,(p\log p+q\log q)=\tfrac12(\log p+1)-\tfrac12(\log q+1)=\tfrac12\bigl(\log(1+x)-\log(1-x)\bigr),$$
where the two terms $\log2$ cancel. Hence $f'=\mu$. Differentiating again,
$$\mu'(x)=-1+\frac t2\Bigl(\frac1{1+x}+\frac1{1-x}\Bigr)=-1+\frac{t}{1-x^2}=\kappa(x).$$

**Spinodal.** Write $\kappa(x)=\bigl(t-(1-x^2)\bigr)/(1-x^2)$. The denominator is positive for $|x|<1$, so $\kappa<0$ exactly when $x^2<1-t$, and $\kappa>0$ exactly when $x^2>1-t$.

**Stationarity.** Put $u=m/t$, so $m=tu$. For $|m|<1$, the condition $\mu(m)=0$ reads $\log(1+m)=2u+\log(1-m)$. Exponentiating gives $e^{2u}(1-m)=1+m$, multiplying by $e^{-u}$ gives $e^{u}(1-m)=e^{-u}(1+m)$, and collecting terms gives $m\,(e^u+e^{-u})=e^u-e^{-u}$, which is $m=\tanh u$. Conversely, $1+\tanh u=e^{u}/\cosh u$ and $1-\tanh u=e^{-u}/\cosh u$. Both are positive, so $|\tanh u|<1$, and the difference of their logarithms is $2u$. With $m=\tanh u$ this yields $\mu(m)=-m+tu=0$.

**Lower bound.** Let $m\ne0$, so $u\neq0$. For $u>0$ one has $\sinh2u>2u$, and for $u<0$ one has $\sinh 2u<2u$. Using $\sinh2u=2\sinh u\cosh u$ and multiplying by $u/2$, both cases give
$$u^2<u\sinh u\cosh u .$$
The equation $m=\tanh u$ with $m=tu$ says $\sinh u=tu\cosh u$, so the right-hand side is $u^2\,t\cosh^2u$, and division by $u^2>0$ gives $1<t\cosh^2u$. Also $m^2\cosh^2u=\sinh^2u=\cosh^2u-1$, so $1-m^2=1/\cosh^2u<t$. This is $m^2>1-t$, and by the spinodal criterion $\kappa(m)>0$. If $|x|<1$ and $\kappa(x)\le0$, then $x^2\le1-t<m^2$ and so $|x|<|m|$.

**Upper bound.** For $|x|<1$,
$$x\,\bigl(\log(1+x)-\log(1-x)\bigr)=\sum_{k=0}^\infty\frac{2\,x^{2k+2}}{2k+1}\ \ge\ 2x^2+\frac{2x^4}{3}+\frac{2x^6}{5},$$
since every term is non-negative. For $x\ne0$ the last term is positive, so the left-hand side strictly exceeds $2x^2+2x^4/3$. Multiplying $\mu(m)=0$ by $2m$ gives $t\,m\,(\log(1+m)-\log(1-m))=2m^2$. Therefore $2tm^2+2tm^4/3<2m^2$, and division by $2m^2$ gives $t+tm^2/3<1$, which is $m^2<3(1-t)/t$.

## How the Lean proof follows these steps

`hasDerivAt_freeEnergy` builds the derivative from its parts: `a` and `b` are $dp/dx$ and $dq/dx$, `c` is the derivative of $-x^2/2$, and `key` assembles them by the sum, product and logarithm rules. The value so produced is still unsimplified. `HasDerivAt.congr_deriv` reduces the goal to its equality with `chemPot t x`, and `Real.log_div` splits off the $\log2$ terms that cancel. `hasDerivAt_chemPot` is built the same way, with the factorisation $1-x^2=(1+x)(1-x)$ as `e`. The main theorem does not call this lemma, whose role is to justify reading `curvature` as $f''$. These two lemmas and `curvature_sign` hold for every real $t$. In `curvature_sign`, `div_lt_iff₀` and `lt_div_iff₀` clear the positive denominator, and four linear implications remain.

`tanh_logit` contains the identities for $1\pm\tanh u$ as `e1` and `e2`. In `chemPot_eq_zero_iff`, `h1` is the logarithmic form of $\mu(m)=0$, `h2` is its exponential, and `hEF` records $e^ue^{-u}=1$. The reverse direction substitutes $m$ for $\tanh u$ in the second part of `tanh_logit`.

In `sq_gt_spinodal`, the case split on the sign of $u$ uses `Real.sinh_lt_self_iff` and `Real.self_lt_sinh_iff` at the argument $2u$. Apart from `Real.cosh_pos`, which is used to clear the denominator $\cosh u$ in $\tanh u=\sinh u/\cosh u$, these two Mathlib facts are the only analytic inequalities behind the lower bound. The product handed to `nlinarith` is the multiplication by $u$, or by $-u$. The two divisions of the derivation are done by contradiction. For `h3`, the assumption $t\cosh^2u\le1$ multiplied by $u^2\ge0$ conflicts with `h1` and `h2`. At the end, $m^2\le1-t$ multiplied by $\cosh^2u$ conflicts with `h3` and `h4`.

`logit_lower` takes the series from `Real.hasSum_log_sub_log_of_abs_lt_one`, whose terms are $2x^{2k+1}/(2k+1)$ with $k$ starting at $0$, and multiplies it by $x$. `sum_le_hasSum` bounds the sum over `Finset.range 3`, that is $k=0,1,2$, by the full sum once the remaining terms are non-negative, which is shown by writing each as a positive multiple of $(x^{k+1})^2$. That bound is not strict, and the term $k=2$ is kept to make it so. In the main theorem, `A` is the series bound times $t$ and `B` is $2m\,\mu(m)=0$ rearranged. The last part passes from squares to absolute values with `sq_lt_sq`.

## The tactic `linear_combination`

Several equalities that follow from the stationarity condition are proved by `linear_combination`. Given hypotheses $l_i=r_i$, coefficients $a_i$ and a goal $L=R$, it checks that $L-R-\sum_ia_i\,(l_i-r_i)$ vanishes as a polynomial identity, with expressions such as $\sinh u$, $\cosh u$ and $e^u$ treated as independent variables. The coefficients are thus a record of what was multiplied by what. The `obtain` line introduces $u$ as a new variable, so $m/t$ enters this algebra only through `hmu : m = t * u` and no division by $t$ appears.

Write $S=\sinh u$ and $C=\cosh u$. After rewriting, `h` reads $mC=S$. For `h2` of `sq_gt_spinodal` the coefficients are $-uC$ on `h` and $uC^2$ on `hmu`:
$$-uC\,(mC-S)+uC^2\,(m-tu)=uSC-u^2\,tC^2 .$$
For `h4`, `h` is multiplied by $mC+S$ and `Real.cosh_sq u`, which states $C^2=S^2+1$, is subtracted:
$$(mC+S)(mC-S)-(C^2-S^2-1)=m^2C^2-(C^2-1).$$
In `chemPot_eq_zero_iff`, with $E=e^u$ and $F=e^{-u}$, the goal is $m(E+F)/2=(E-F)/2$, and
$$-\tfrac F2\bigl(E^2(1-m)-(1+m)\bigr)+\tfrac{E(1-m)}2\,(EF-1)=\tfrac{m(E+F)}2-\tfrac{E-F}2 .$$
The first coefficient is the multiplication by $e^{-u}$, and the second replaces $E^2F$ by $E$. Since $E$ and $F$ are unrelated variables for the tactic, the relation $EF=1$ has to be supplied as a hypothesis.

## A numerical instance

Choose $u=\log2$. Then $\sinh u=(2-\tfrac12)/2=3/4$ and $\cosh u=(2+\tfrac12)/2=5/4$, so $m=\tanh u=3/5$ and $t=m/u=3/(5\log2)\approx0.8656$. `binodal_witness` proves that this $t$ is positive, that $m\neq0$ and that $m=\tanh(m/t)$, by the same evaluation through `Real.sinh_log` and `Real.cosh_log`.

The chemical potential is $-\tfrac35+\tfrac t2\log(1.6/0.4)=-\tfrac35+t\log2=0$. The hyperbolic inequality reads $u^2\approx0.4805<\tfrac{15}{16}u\approx0.6498$, and $t\cosh^2u=\tfrac{25}{16}t\approx1.3525>1$, so $\kappa(m)=-1+t/0.64\approx0.3525$. In the series bound, $m\log4\approx0.8318$ exceeds $0.72+0.0864=0.8064$, and the third term $0.0187$ brings the partial sum to $0.8251$. The two bounds are
$$1-t\approx0.1344\ <\ m^2=0.36\ <\ \frac{3(1-t)}t=5\log2-3\approx0.4657 .$$
The spinodal is at $|x|=\sqrt{1-t}\approx0.3666$, which corresponds to $p\approx0.317$ and $p\approx0.683$, while the binodal points $x=\mp3/5$ correspond to $p=0.2$ and $p=0.8$.
